# An entangled two-spin state in which the variances of σz ⊗ 1 and 1 ⊗ σz do not add

Two non-interacting spins are in the entangled state with amplitude 3/5 on (0, 0) and 4/5 on (1, 1), and each has the Hamiltonian σz. The theorem states that this vector has norm one, that the variance of σz ⊗ 1 + 1 ⊗ σz in it is 2304/625, and that σz ⊗ 1 and 1 ⊗ σz each have variance 576/625. The total is thus twice the sum of the two separate variances. The attempt first computes the three means by expanding the finite sums, then tries to use them to evaluate the variances.

An attempt in Lean 4 with a fault in it:

```lean
import Mathlib

open Matrix
open scoped Kronecker

namespace EntangledVarianceNotAdditive

noncomputable section

variable {m n : Type*} [Fintype m] [Fintype n]

/-- The Hamiltonian `A ⊗ 1 + 1 ⊗ B` of two noninteracting fragments. -/
def pairHamiltonian {m n : Type*} [DecidableEq m] [DecidableEq n]
    (A : Matrix m m ℂ) (B : Matrix n n ℂ) : Matrix (m × n) (m × n) ℂ :=
  A ⊗ₖ (1 : Matrix n n ℂ) + (1 : Matrix m m ℂ) ⊗ₖ B

/-- The mean `⟨u, A u⟩` of `A` in the unit vector `u`. -/
def mean (A : Matrix m m ℂ) (u : m → ℂ) : ℂ := star u ⬝ᵥ (A *ᵥ u)

/-- The deviation vector `(A - ⟨A⟩) u`. -/
def deviation (A : Matrix m m ℂ) (u : m → ℂ) : m → ℂ := A *ᵥ u - mean A u • u

/-- The variance of `A` in the unit vector `u`: the squared norm of `(A - ⟨A⟩) u`. -/
def variance (A : Matrix m m ℂ) (u : m → ℂ) : ℝ := ∑ i, ‖deviation A u i‖ ^ 2

variable [DecidableEq m] [DecidableEq n]

/-- The Pauli matrix `σz`. -/
def sigmaZ : Matrix (Fin 2) (Fin 2) ℂ := !![1, 0; 0, -1]

/-- The two-spin state with amplitudes `3/5` on `(0, 0)` and `4/5` on `(1, 1)`. -/
def entangledState : Fin 2 × Fin 2 → ℂ :=
  fun p => (!![3 / 5, 0; 0, 4 / 5] : Matrix (Fin 2) (Fin 2) ℂ) p.1 p.2

/-- In the unit vector `entangledState`, the variance of `σz ⊗ 1 + 1 ⊗ σz` is `2304/625`,
while `σz ⊗ 1` and `1 ⊗ σz` each have variance `576/625`. -/
theorem entangled_variance_not_additive :
    star entangledState ⬝ᵥ entangledState = 1 ∧
    variance (pairHamiltonian sigmaZ sigmaZ) entangledState = 2304 / 625 ∧
    variance (pairHamiltonian sigmaZ (0 : Matrix (Fin 2) (Fin 2) ℂ)) entangledState
      = 576 / 625 ∧
    variance (pairHamiltonian (0 : Matrix (Fin 2) (Fin 2) ℂ) sigmaZ) entangledState
      = 576 / 625 := by
  have h1 : mean (pairHamiltonian sigmaZ sigmaZ) entangledState = -14 / 25 := by
    norm_num [mean, pairHamiltonian, sigmaZ, entangledState, Matrix.mulVec, dotProduct,
      Fintype.sum_prod_type, Fin.sum_univ_two, Matrix.one_apply]
  have h2 : mean (pairHamiltonian sigmaZ (0 : Matrix (Fin 2) (Fin 2) ℂ)) entangledState
      = -7 / 25 := by
    norm_num [mean, pairHamiltonian, sigmaZ, entangledState, Matrix.mulVec, dotProduct,
      Fintype.sum_prod_type, Fin.sum_univ_two, Matrix.one_apply]
  have h3 : mean (pairHamiltonian (0 : Matrix (Fin 2) (Fin 2) ℂ) sigmaZ) entangledState
      = -7 / 25 := by
    norm_num [mean, pairHamiltonian, sigmaZ, entangledState, Matrix.mulVec, dotProduct,
      Fintype.sum_prod_type, Fin.sum_univ_two, Matrix.one_apply]
  refine ⟨?_, ?_, ?_, ?_⟩
  · norm_num [entangledState, dotProduct, Fintype.sum_prod_type, Fin.sum_univ_two]
  · apply Complex.ofReal_injective
    rw [variance_eq_overlap, deviation, h1]
    norm_num [pairHamiltonian, sigmaZ, entangledState, Matrix.mulVec, dotProduct,
      Fintype.sum_prod_type, Fin.sum_univ_two, Matrix.one_apply]
  · apply Complex.ofReal_injective
    rw [variance_eq_overlap, deviation, h2]
    norm_num [pairHamiltonian, sigmaZ, entangledState, Matrix.mulVec, dotProduct,
      Fintype.sum_prod_type, Fin.sum_univ_two, Matrix.one_apply]
  · apply Complex.ofReal_injective
    rw [variance_eq_overlap, deviation, h3]
    norm_num [pairHamiltonian, sigmaZ, entangledState, Matrix.mulVec, dotProduct,
      Fintype.sum_prod_type, Fin.sum_univ_two, Matrix.one_apply]

end

end EntangledVarianceNotAdditive
```

Compiling this gives:

```
Main.lean:44:78: error: unsolved goals
⊢ (starRingEnd ℂ) 3 / (starRingEnd ℂ) 5 * (6 / 5) + -((starRingEnd ℂ) 4 / (starRingEnd ℂ) 5 * (8 / 5)) = -(14 / 25)
Main.lean:48:19: error: unsolved goals
h1 : mean (pairHamiltonian sigmaZ sigmaZ) entangledState = -14 / 25
⊢ (starRingEnd ℂ) 3 / (starRingEnd ℂ) 5 * (3 / 5) + -((starRingEnd ℂ) 4 / (starRingEnd ℂ) 5 * (4 / 5)) = -(7 / 25)
Main.lean:52:19: error: unsolved goals
h1 : mean (pairHamiltonian sigmaZ sigmaZ) entangledState = -14 / 25
h2 : mean (pairHamiltonian sigmaZ 0) entangledState = -7 / 25
⊢ (starRingEnd ℂ) 3 / (starRingEnd ℂ) 5 * (3 / 5) + -((starRingEnd ℂ) 4 / (starRingEnd ℂ) 5 * (4 / 5)) = -(7 / 25)
Main.lean:56:2: error: unsolved goals
case refine_1
h1 : mean (pairHamiltonian sigmaZ sigmaZ) entangledState = -14 / 25
h2 : mean (pairHamiltonian sigmaZ 0) entangledState = -7 / 25
h3 : mean (pairHamiltonian 0 sigmaZ) entangledState = -7 / 25
⊢ (starRingEnd ℂ) 3 / (starRingEnd ℂ) 5 * (3 / 5) + (starRingEnd ℂ) 4 / (starRingEnd ℂ) 5 * (4 / 5) = 1
Main.lean:58:8: error(lean.unknownIdentifier): Unknown identifier `variance_eq_overlap`
Main.lean:62:8: error(lean.unknownIdentifier): Unknown identifier `variance_eq_overlap`
Main.lean:66:8: error(lean.unknownIdentifier): Unknown identifier `variance_eq_overlap`
```

What went wrong. The first four errors are true equations that `norm_num` left open. It had pushed the complex conjugation `starRingEnd ℂ` through the fractions 3/5 and 4/5, but left the conjugates of 3, 4 and 5 unevaluated, so the arithmetic could not finish. The repair proves once, as `hs`, that `star entangledState = entangledState`, by checking that all four amplitudes have zero imaginary part. Rewriting with `hs` before the state is unfolded removes the conjugation, and `norm_num` is left with plain arithmetic.

The other three errors say that `variance_eq_overlap` is unknown: the file does not declare it, and Lean finds nothing by that name in scope. The repair does without it. `simp only` unfolds `variance` and `deviation` and inserts the mean already computed, and `norm_num` evaluates the resulting sum of squared norms. The step `apply Complex.ofReal_injective`, which turned the real equation into a complex one, is dropped because the new computation works on the real equation directly.

The change, after which it compiles:

```diff
@@ -42,27 +42,34 @@
     variance (pairHamiltonian (0 : Matrix (Fin 2) (Fin 2) ℂ) sigmaZ) entangledState
       = 576 / 625 := by
+  -- the amplitudes are real
+  have hs : star entangledState = entangledState := by
+    ext p
+    refine Complex.conj_eq_iff_im.mpr ?_
+    rcases p with ⟨i, j⟩
+    fin_cases i <;> fin_cases j <;> norm_num [entangledState]
   have h1 : mean (pairHamiltonian sigmaZ sigmaZ) entangledState = -14 / 25 := by
-    norm_num [mean, pairHamiltonian, sigmaZ, entangledState, Matrix.mulVec, dotProduct,
+    rw [mean, hs]
+    norm_num [pairHamiltonian, sigmaZ, entangledState, Matrix.mulVec, dotProduct,
       Fintype.sum_prod_type, Fin.sum_univ_two, Matrix.one_apply]
   have h2 : mean (pairHamiltonian sigmaZ (0 : Matrix (Fin 2) (Fin 2) ℂ)) entangledState
       = -7 / 25 := by
-    norm_num [mean, pairHamiltonian, sigmaZ, entangledState, Matrix.mulVec, dotProduct,
+    rw [mean, hs]
+    norm_num [pairHamiltonian, sigmaZ, entangledState, Matrix.mulVec, dotProduct,
       Fintype.sum_prod_type, Fin.sum_univ_two, Matrix.one_apply]
   have h3 : mean (pairHamiltonian (0 : Matrix (Fin 2) (Fin 2) ℂ) sigmaZ) entangledState
       = -7 / 25 := by
-    norm_num [mean, pairHamiltonian, sigmaZ, entangledState, Matrix.mulVec, dotProduct,
+    rw [mean, hs]
+    norm_num [pairHamiltonian, sigmaZ, entangledState, Matrix.mulVec, dotProduct,
       Fintype.sum_prod_type, Fin.sum_univ_two, Matrix.one_apply]
   refine ⟨?_, ?_, ?_, ?_⟩
-  · norm_num [entangledState, dotProduct, Fintype.sum_prod_type, Fin.sum_univ_two]
-  · apply Complex.ofReal_injective
-    rw [variance_eq_overlap, deviation, h1]
+  · rw [hs]
+    norm_num [entangledState, dotProduct, Fintype.sum_prod_type, Fin.sum_univ_two]
+  · simp only [variance, deviation, h1]
     norm_num [pairHamiltonian, sigmaZ, entangledState, Matrix.mulVec, dotProduct,
       Fintype.sum_prod_type, Fin.sum_univ_two, Matrix.one_apply]
-  · apply Complex.ofReal_injective
-    rw [variance_eq_overlap, deviation, h2]
+  · simp only [variance, deviation, h2]
     norm_num [pairHamiltonian, sigmaZ, entangledState, Matrix.mulVec, dotProduct,
       Fintype.sum_prod_type, Fin.sum_univ_two, Matrix.one_apply]
-  · apply Complex.ofReal_injective
-    rw [variance_eq_overlap, deviation, h3]
+  · simp only [variance, deviation, h3]
     norm_num [pairHamiltonian, sigmaZ, entangledState, Matrix.mulVec, dotProduct,
       Fintype.sum_prod_type, Fin.sum_univ_two, Matrix.one_apply]
```
